# Removing translations by projection keeps positive semidefinite force constants stable, while correcting the on-site blocks can make them unstable

Force constants are taken here as one real matrix $C$ whose rows and columns are labelled by an atom and a direction, with no masses in it. A uniform translation then moves every atom by the same vector, and removing it means subtracting the plain average displacement, not a mass-weighted one. The matrix can describe a finite cluster, a periodic supercell, or a primitive cell at zero wave vector.

## Two ways to make translations force-free

Let there be $N\ge 1$ atoms $i$ and finitely many directions $\alpha$, and let $x_{i\alpha}$ be a displacement. Define the projector $P$ by

$$(Px)_{i\alpha}=x_{i\alpha}-\frac1N\sum_k x_{k\alpha}.$$

The projected force constants are $PCP$, and their quadratic form is

$$x^{T}PCP\,x=(Px)^{T}C\,(Px).$$

If $C$ is positive semidefinite, so is $PCP$, and $PCP$ gives zero force for every uniform translation.

The competing correction changes only the on-site blocks:

$$C'_{i\alpha,j\beta}=C_{i\alpha,j\beta}-\delta_{ij}\sum_k C_{i\alpha,k\beta}.$$

It also makes translations force-free, but it can turn a positive definite matrix into one with a negative eigenvalue. For two atoms on a line,

$$C=\begin{pmatrix}2&1\\1&2\end{pmatrix},\qquad C'=\begin{pmatrix}-1&1\\1&-1\end{pmatrix},\qquad PCP=\frac12\begin{pmatrix}1&-1\\-1&1\end{pmatrix}.$$

The normalised opposite displacement $(1,-1)/\sqrt2$ has eigenvalue $1$ for $C$, $-2$ for $C'$ and $1$ for $PCP$.

## Sum-rule corrections in phonon calculations

Force constants from density-functional perturbation theory usually violate the acoustic sum rule slightly. One source is the real-space grid, on which the exchange-correlation energy and, with ultrasoft pseudopotentials, the augmentation charges are represented. A code that corrects the violation before diagonalising may then report a negative eigenvalue, which reads as a structural instability. For a finite, real, harmonic force-constant matrix that was positive semidefinite before the correction, projection cannot be the source of such an eigenvalue, whereas the on-site correction can.

## From the mean displacement to the eigenvalues $a$ and $-Nb$

**The projector.** The matrix elements are $P_{i\alpha,j\beta}=\delta_{ij}\delta_{\alpha\beta}-\delta_{\alpha\beta}/N$, which are symmetric under exchange of the two labels. Write $S_\alpha=\sum_k x_{k\alpha}$. Then

$$\sum_i (Px)_{i\alpha}=S_\alpha-N\,\frac{S_\alpha}{N}=0,$$

so a second application of $P$ subtracts nothing, and $P^2=P$. If $Px=0$, then $x_{i\alpha}=S_\alpha/N$ for every atom, which is a translation. Conversely, a translation $x_{i\alpha}=t_\alpha$ has mean $t_\alpha$ and is removed completely.

**Stability and the sum rule.** Since $P^T=P$, the form $x^TPCPx$ equals $(Px)^TC(Px)$, which is nonnegative when $C$ is positive semidefinite. The matrix $PCP$ is symmetric because $P$ and $C$ are. For a translation, $PCPx=PC(Px)=0$.

**Zero modes.** Suppose that $y^TCy>0$ for every nonzero $y$ with zero mean in each direction. If $PCPx=0$, then $(Px)^TC(Px)=x^TPCPx=0$. The vector $Px$ has zero mean, so it must vanish, and $x$ is a translation. The zero modes of $PCP$ are then exactly the translations.

**The on-site correction.** For a translation $t$ and any $C$,

$$(C't)_{i\alpha}=\sum_{j\beta}C_{i\alpha,j\beta}\,t_\beta-\sum_\beta\Big(\sum_k C_{i\alpha,k\beta}\Big)t_\beta=0.$$

**A stable matrix that it destabilises.** Take

$$U(a,b)_{i\alpha,j\beta}=a\,\delta_{ij}\delta_{\alpha\beta}+b\,\delta_{\alpha\beta}.$$

Here $a$ is a spring that ties each atom to its site, and $b$ is a stiffness against the total displacement in each direction. The action and the quadratic form are

$$(Ux)_{i\alpha}=a\,x_{i\alpha}+b\,S_\alpha,\qquad x^TUx=a\sum_{i\alpha}x_{i\alpha}^2+b\sum_\alpha S_\alpha^2.$$

For $a>0$ and $b\ge0$ the form is positive on every nonzero displacement. The sum over a row of blocks is $\sum_k U_{i\alpha,k\beta}=(a+Nb)\,\delta_{\alpha\beta}$. Subtracting it from the on-site block replaces $a$ by $a-(a+Nb)=-Nb$, so the corrected matrix is $U(-Nb,b)$.

Now let $N\ge2$ and $b>0$, and move two atoms by opposite amounts in one direction. All $S_\alpha$ vanish, so $Px=x$ and $U(c,b)x=c\,x$ for any $c$. The on-site correction therefore gives the eigenvalue $-Nb$, and projection gives $PUPx=PUx=a\,Px=a\,x$. The two-atom matrices above are the case $N=2$, one direction, $a=b=1$.

## Definitions and theorems in Lean

```lean
import Mathlib

open Matrix

namespace AcousticSumRule

noncomputable section

variable {ι κ : Type*} [Fintype ι] [Fintype κ] [DecidableEq ι] [DecidableEq κ]

/-- The uniform translation that displaces every atom by the same vector `t`. -/
def translation (t : κ → ℝ) : ι × κ → ℝ := fun p => t p.2

/-- The matrix that subtracts from each displacement its average over the atoms, direction by
direction; the set of atoms is meant to be nonempty. -/
def removeTranslation : Matrix (ι × κ) (ι × κ) ℝ :=
  Matrix.of fun p q => (if p = q then 1 else 0) -
    (if p.2 = q.2 then 1 / (Fintype.card ι : ℝ) else 0)

/-- The on-site correction: from each on-site block of the force constants `C`, the sum of the
blocks in its row of atoms is subtracted. -/
def onSiteCorrected (C : Matrix (ι × κ) (ι × κ) ℝ) : Matrix (ι × κ) (ι × κ) ℝ :=
  Matrix.of fun p q => C p q - (if p.1 = q.1 then ∑ k, C p (k, q.2) else 0)

/-- Force constants with an on-site spring `a` and an equal coupling `b` between all
displacements in the same direction, each displacement with itself included. -/
def uniformCoupling (a b : ℝ) : Matrix (ι × κ) (ι × κ) ℝ :=
  Matrix.of fun p q => (if p = q then a else 0) + (if p.2 = q.2 then b else 0)

/-- `removeTranslation` acts by subtracting the mean displacement in each direction. -/
theorem removeTranslation_mulVec (x : ι × κ → ℝ) (p : ι × κ) :
    (removeTranslation *ᵥ x) p = x p - (∑ i, x (i, p.2)) / (Fintype.card ι : ℝ) := by
  have h : ∑ q : ι × κ, (if p.2 = q.2 then 1 / (Fintype.card ι : ℝ) else 0) * x q
      = (1 / (Fintype.card ι : ℝ)) * ∑ i, x (i, p.2) := by
    rw [Fintype.sum_prod_type, Finset.mul_sum]
    simp only [ite_mul, zero_mul, Finset.sum_ite_eq, Finset.mem_univ, if_true]
  simp only [mulVec, dotProduct, removeTranslation, Matrix.of_apply, sub_mul,
    Finset.sum_sub_distrib]
  rw [h]
  simp only [ite_mul, one_mul, zero_mul, Finset.sum_ite_eq, Finset.mem_univ, if_true]
  ring

/-- For at least one atom, `removeTranslation` is an orthogonal projector (symmetric and
idempotent), and the displacements it removes are exactly the uniform translations. -/
theorem removeTranslation_projector [Nonempty ι] :
    (removeTranslation : Matrix (ι × κ) (ι × κ) ℝ)ᵀ = removeTranslation ∧
    (removeTranslation : Matrix (ι × κ) (ι × κ) ℝ) * removeTranslation = removeTranslation ∧
    ∀ x : ι × κ → ℝ, removeTranslation *ᵥ x = 0 ↔ ∃ t, x = translation t := by
  have hN : (Fintype.card ι : ℝ) ≠ 0 := Nat.cast_ne_zero.mpr Fintype.card_ne_zero
  refine ⟨?_, ?_, fun x => ⟨fun h => ?_, ?_⟩⟩
  · ext p q
    simp only [Matrix.transpose_apply, removeTranslation, Matrix.of_apply, eq_comm]
  · ext p q
    -- each column of the projector has zero mean
    have hcol : ∑ i, (removeTranslation : Matrix (ι × κ) (ι × κ) ℝ) (i, p.2) q = 0 := by
      obtain ⟨j, β⟩ := q
      by_cases h : p.2 = β <;>
        simp [removeTranslation, h, Finset.sum_sub_distrib, hN]
    change (removeTranslation *ᵥ (fun r => removeTranslation r q)) p = _
    rw [removeTranslation_mulVec, hcol, zero_div, sub_zero]
  · refine ⟨fun α => (∑ i, x (i, α)) / (Fintype.card ι : ℝ), ?_⟩
    ext p
    have hp := congrFun h p
    rw [removeTranslation_mulVec, Pi.zero_apply] at hp
    exact sub_eq_zero.mp hp
  · rintro ⟨t, rfl⟩
    ext p
    rw [removeTranslation_mulVec]
    simp [translation, hN]

/-- The projected force constants assign to `x` the quadratic form of `C` at the displacement
with its uniform translation removed. -/
theorem projected_energy [Nonempty ι] (C : Matrix (ι × κ) (ι × κ) ℝ) (x : ι × κ → ℝ) :
    x ⬝ᵥ ((removeTranslation * C * removeTranslation) *ᵥ x) =
      (removeTranslation *ᵥ x) ⬝ᵥ (C *ᵥ (removeTranslation *ᵥ x)) := by
  rw [← Matrix.mulVec_mulVec, ← Matrix.mulVec_mulVec, Matrix.dotProduct_mulVec,
    ← Matrix.mulVec_transpose, removeTranslation_projector.1]

/-- Projecting positive semidefinite force constants on both sides keeps them positive
semidefinite and makes every uniform translation force-free. -/
theorem projected_stable [Nonempty ι] {C : Matrix (ι × κ) (ι × κ) ℝ} (hC : C.PosSemidef) :
    (removeTranslation * C * removeTranslation).PosSemidef ∧
    ∀ t, (removeTranslation * C * removeTranslation) *ᵥ translation t = 0 := by
  constructor
  · have h := hC.conjTranspose_mul_mul_same removeTranslation
    rwa [Matrix.conjTranspose_eq_transpose_of_trivial, removeTranslation_projector.1] at h
  · intro t
    rw [← Matrix.mulVec_mulVec, (removeTranslation_projector.2.2 _).mpr ⟨t, rfl⟩,
      Matrix.mulVec_zero]

/-- If `C` is positive on every nonzero displacement with zero mean, the zero modes of the
projected force constants are exactly the uniform translations. -/
theorem projected_zero_modes [Nonempty ι] {C : Matrix (ι × κ) (ι × κ) ℝ}
    (hC : ∀ y : ι × κ → ℝ, y ≠ 0 → (∀ α, ∑ i, y (i, α) = 0) → 0 < y ⬝ᵥ (C *ᵥ y))
    (x : ι × κ → ℝ) :
    (removeTranslation * C * removeTranslation) *ᵥ x = 0 ↔ ∃ t, x = translation t := by
  have hN : (Fintype.card ι : ℝ) ≠ 0 := Nat.cast_ne_zero.mpr Fintype.card_ne_zero
  rw [← removeTranslation_projector.2.2 x]
  constructor
  · intro h
    by_contra hne
    have hpos := hC _ hne (fun α => by
      simp only [removeTranslation_mulVec, Finset.sum_sub_distrib, Finset.sum_const,
        Finset.card_univ, nsmul_eq_mul]
      have hS : (Fintype.card ι : ℝ) * ((∑ i, x (i, α)) / (Fintype.card ι : ℝ))
          = ∑ i, x (i, α) := by field_simp
      linarith)
    -- a zero mode costs no energy
    rw [← projected_energy, h, dotProduct_zero] at hpos
    exact lt_irrefl _ hpos
  · intro h
    rw [← Matrix.mulVec_mulVec, h, Matrix.mulVec_zero]

omit [DecidableEq κ] in
/-- The on-site correction also makes every uniform translation force-free, for any `C`. -/
theorem onSiteCorrected_translation (C : Matrix (ι × κ) (ι × κ) ℝ) (t : κ → ℝ) :
    onSiteCorrected C *ᵥ translation t = 0 := by
  ext p
  simp only [mulVec, dotProduct, onSiteCorrected, Matrix.of_apply, translation, sub_mul,
    Finset.sum_sub_distrib, Fintype.sum_prod_type, Pi.zero_apply]
  rw [sub_eq_zero]
  trans ∑ α, (∑ k, C p (k, α)) * t α
  · rw [Finset.sum_comm]
    simp only [Finset.sum_mul]
  · symm
    rw [Finset.sum_comm]
    simp only [ite_mul, zero_mul, Finset.sum_ite_eq, Finset.mem_univ, if_true]

/-- The uniform coupling acts on a displacement through the displacement itself and its sum
over the atoms. -/
theorem uniformCoupling_mulVec (a b : ℝ) (x : ι × κ → ℝ) (p : ι × κ) :
    (uniformCoupling a b *ᵥ x) p = a * x p + b * ∑ i, x (i, p.2) := by
  have h : ∑ q : ι × κ, (if p.2 = q.2 then b else 0) * x q = b * ∑ i, x (i, p.2) := by
    rw [Fintype.sum_prod_type, Finset.mul_sum]
    simp only [ite_mul, zero_mul, Finset.sum_ite_eq, Finset.mem_univ, if_true]
  simp only [mulVec, dotProduct, uniformCoupling, Matrix.of_apply, add_mul,
    Finset.sum_add_distrib]
  rw [h]
  simp only [ite_mul, zero_mul, Finset.sum_ite_eq, Finset.mem_univ, if_true]

/-- With `a > 0` and `b ≥ 0`, the uniform coupling gives every nonzero displacement a positive
quadratic form. -/
theorem uniformCoupling_pos {a b : ℝ} (ha : 0 < a) (hb : 0 ≤ b) {x : ι × κ → ℝ}
    (hx : x ≠ 0) : 0 < x ⬝ᵥ (uniformCoupling a b *ᵥ x) := by
  -- the quadratic form is a weighted sum of squares
  have h : x ⬝ᵥ (uniformCoupling a b *ᵥ x)
      = a * ∑ p, x p ^ 2 + b * ∑ α, (∑ i, x (i, α)) ^ 2 := by
    simp only [dotProduct, uniformCoupling_mulVec, mul_add, Finset.sum_add_distrib]
    congr 1
    · rw [Finset.mul_sum]
      exact Finset.sum_congr rfl fun p _ => by ring
    · rw [Fintype.sum_prod_type_right, Finset.mul_sum]
      refine Finset.sum_congr rfl fun α _ => ?_
      change ∑ k, x (k, α) * (b * ∑ i, x (i, α)) = b * (∑ i, x (i, α)) ^ 2
      rw [← Finset.sum_mul]
      ring
  obtain ⟨p, hp⟩ := Function.ne_iff.mp hx
  have hp' : x p ≠ 0 := hp
  have hs : 0 < ∑ p, x p ^ 2 :=
    Finset.sum_pos' (fun _ _ => sq_nonneg _) ⟨p, Finset.mem_univ p, by positivity⟩
  rw [h]
  positivity

omit [Fintype κ] in
/-- On the uniform coupling of `N` atoms, the on-site correction replaces the spring `a` by
`-N b`. -/
theorem onSiteCorrected_uniformCoupling (a b : ℝ) :
    onSiteCorrected (uniformCoupling a b : Matrix (ι × κ) (ι × κ) ℝ) =
      uniformCoupling (-((Fintype.card ι : ℝ) * b)) b := by
  ext ⟨i, α⟩ ⟨j, β⟩
  by_cases hi : i = j <;> by_cases hα : α = β <;>
    simp [onSiteCorrected, uniformCoupling, hi, hα, Finset.sum_add_distrib]
  ring

/-- For `N ≥ 2` atoms, at least one direction and `a, b > 0`, the uniform coupling is positive on
all nonzero displacements, yet some nonzero displacement has eigenvalue `-N b < 0` after the
on-site correction and eigenvalue `a` after projection. -/
theorem correction_choice_matters [Nontrivial ι] [Nonempty κ] {a b : ℝ}
    (ha : 0 < a) (hb : 0 < b) :
    (∀ x : ι × κ → ℝ, x ≠ 0 → 0 < x ⬝ᵥ (uniformCoupling a b *ᵥ x)) ∧
    -((Fintype.card ι : ℝ) * b) < 0 ∧
    ∃ x : ι × κ → ℝ, x ≠ 0 ∧
      onSiteCorrected (uniformCoupling a b) *ᵥ x = (-((Fintype.card ι : ℝ) * b)) • x ∧
      (removeTranslation * uniformCoupling a b * removeTranslation) *ᵥ x = a • x := by
  have hN : (0 : ℝ) < Fintype.card ι := Nat.cast_pos.mpr Fintype.card_pos
  refine ⟨fun x hx => uniformCoupling_pos ha hb.le hx, neg_neg_of_pos (mul_pos hN hb), ?_⟩
  obtain ⟨i, j, hij⟩ := exists_pair_ne ι
  obtain ⟨α⟩ := ‹Nonempty κ›
  -- two atoms move in opposite directions
  let x : ι × κ → ℝ := fun p =>
    if p.2 = α then (if p.1 = i then 1 else 0) - (if p.1 = j then 1 else 0) else 0
  have hsum : ∀ β, ∑ k, x (k, β) = 0 := by
    intro β
    by_cases h : β = α <;> simp [x, h, Finset.sum_sub_distrib]
  have hU : ∀ c : ℝ, uniformCoupling c b *ᵥ x = c • x := by
    intro c
    ext p
    rw [uniformCoupling_mulVec, hsum, mul_zero, add_zero, Pi.smul_apply, smul_eq_mul]
  have hP : removeTranslation *ᵥ x = x := by
    ext p
    rw [removeTranslation_mulVec, hsum, zero_div, sub_zero]
  refine ⟨x, fun h => ?_, ?_, ?_⟩
  · have h1 := congrFun h (i, α)
    simp [x, hij] at h1
  · rw [onSiteCorrected_uniformCoupling, hU]
  · rw [← Matrix.mulVec_mulVec, ← Matrix.mulVec_mulVec, hP, hU, Matrix.mulVec_smul, hP]

end

end AcousticSumRule
```

```lean
#print axioms AcousticSumRule.projected_stable
-- 'AcousticSumRule.projected_stable' depends on axioms: [propext, Classical.choice, Quot.sound]
#print axioms AcousticSumRule.projected_zero_modes
-- 'AcousticSumRule.projected_zero_modes' depends on axioms: [propext, Classical.choice, Quot.sound]
#print axioms AcousticSumRule.onSiteCorrected_translation
-- 'AcousticSumRule.onSiteCorrected_translation' depends on axioms: [propext, Classical.choice, Quot.sound]
#print axioms AcousticSumRule.correction_choice_matters
-- 'AcousticSumRule.correction_choice_matters' depends on axioms: [propext, Classical.choice, Quot.sound]
```

## Stability is inherited from the input matrix

**Reading the statements.** The type `ι` labels atoms and `κ` labels directions, so a displacement is a function `ι × κ → ℝ` and `p.2` is the direction of the label `p`. The number $N$ is `Fintype.card ι`. The matrices $P$, $C'$ and $U(a,b)$ are `removeTranslation`, `onSiteCorrected C` and `uniformCoupling a b`. The assumption `[Nonempty ι]` says that there is at least one atom, and `[Nontrivial ι]` that there are at least two.

`projected_stable` assumes `C.PosSemidef`, which includes the symmetry of $C$, and concludes that $PCP$ has the same property and sends every `translation t` to zero. `projected_zero_modes` assumes instead that $C$ is positive on nonzero displacements with zero mean. Physically, every displacement that leaves the average position of the atoms unchanged must cost energy, whether or not it deforms the structure. The exact force constants of an isolated diatomic molecule at equilibrium in three dimensions fail this condition, because a rigid rotation costs no harmonic energy.

`correction_choice_matters` takes $a,b>0$, at least two atoms and at least one direction. It states that $U(a,b)$ is positive on all nonzero displacements, that $-Nb<0$, and that one and the same nonzero displacement has eigenvalue $-Nb$ after the on-site correction and $a$ after projection.

**Reading the proofs.** `removeTranslation_mulVec` turns the matrix $P$ into the subtraction of a mean. `removeTranslation_projector` obtains $P^2=P$ by applying that formula to each column of $P$, whose mean is zero. `projected_energy` moves one factor $P$ onto the left vector by symmetry.

For semidefiniteness, `projected_stable` uses Mathlib's result that $P^{T}CP$ inherits the property from $C$, then replaces $P^T$ by $P$. `projected_zero_modes` argues by contradiction: if $Px\neq0$, the hypothesis makes its energy positive, while `projected_energy` makes it zero.

`onSiteCorrected_translation` exchanges the order of the sums over atoms and directions. `uniformCoupling_mulVec` gives the action of $U$, and `uniformCoupling_pos` rewrites the quadratic form as the weighted sum of squares above. `onSiteCorrected_uniformCoupling` compares matrix entries, distinguishing equal and unequal atoms and directions.

The last theorem builds the opposite displacement explicitly, with entries $1$ and $-1$. Its norm is $\sqrt2$; after normalisation the quadratic forms of the two corrected matrices are $-Nb$ and $a$. The local step `hU` holds for every on-site constant $c$, so it supplies both eigenvalues.

**Limits for a code.** Positive semidefiniteness of the uncorrected matrix is an assumption. If $C$ has negative energy for some displacement with zero mean, $PCP$ keeps that energy unchanged, so projection does not remove a negative energy of this kind, whether it reflects a genuine instability or a badly converged calculation.

The example shows that the on-site correction can fail, not that it usually does. It lowers the eigenvalue of the opposite displacement by $a+Nb$, the full size of the sum-rule violation, which here exceeds the stiffness $a$ of that displacement.

The eigenvalues are those of the force constants; they are not squared frequencies, which also need the masses. The theorems concern real matrices, so complex dynamical matrices at general wave vectors lie beyond them, as do rotational sum rules and rounding in floating-point arithmetic.
